# At fixed positive temperature and bounded density, a two-dimensional ideal Bose gas does not condense into its ground mode as the box grows

Whether a two-dimensional ideal Bose gas condenses is a question about a limit of growing boxes. Here a square box of side $La$, with $a$ a fixed length and $L$ a positive integer, has hard walls and modes $n=(n_1,n_2)$ with $1\le n_1,n_2\le L$. This is a fixed momentum cutoff: there is one mode per area $a^2$, whatever the size of the box.

For particles of mass $m$, energies are measured in units of $u=\pi^2\hbar^2/(2ma^2)$ and areas in units of $a^2$. The levels are then $E_n=(n_1^2+n_2^2)/L^2$, and the ground level is $2/L^2$. The letter $b=u/(k_BT)$ is the scaled inverse temperature, and $\mu$ is the chemical potential in units of $u$.

## The excited modes have no finite saturation density in the large-box limit

With the Bose occupation $f(x)=1/(e^x-1)$, the density is
$$D_L(b,\mu)=\frac1{L^2}\sum_{n_1,n_2=1}^{L} f\big(b(E_n-\mu)\big).$$
For $b>0$ and $L\ge1$,
$$D_L(b,0)\ \ge\ \frac{e^{-2b}}{2b}\,\log(L+1).$$
The density at $\mu=0$ therefore diverges with $L$, and it still does so without the ground mode. If $\mu_L$ lies below the ground level and $D_L(b,\mu_L)$ stays bounded, the density in the ground mode tends to zero.

## Chemical-potential searches and size convergence

A code for non-interacting bosons may fill the excited modes up to a saturation density and assign the remainder to the condensate. In two dimensions, the saturation density computed at $\mu=0$ has no finite large-box limit, so a value taken from one box size is not a bulk critical density.

The derivation also supplies a bracket for a root search. To place density $\rho>0$ in the excited modes with $n_1,n_2\le L$ of a sufficiently large box, search for $\mu$ in $[-1/(b\rho),0]$. The lower end relies on this cutoff: if modes above it are included, the excited density there can exceed $\rho$, in which case the bracket must be extended downwards.

## From one occupation to the ground-mode density

**Occupation bounds.** Let $x>0$. From $e^x\ge1+x$ follows $f(x)\le1/x$. From $e^{-x}\ge1-x$ follows $e^{-x}(e^x-1)=1-e^{-x}\le x$, hence $f(x)\ge e^{-x}/x$.

**Lattice sum.** In the row $n_1=k$, the $k$ terms with $n_2\le k$ are each at least $1/(2k^2)$, so the row contributes at least $1/(2k)$. Since $\log\frac{k+1}{k}\le\frac1k$, summing over $k$ gives
$$\sum_{n_1,n_2=1}^L\frac1{n_1^2+n_2^2}\ \ge\ \frac12\sum_{k=1}^L\frac1k\ \ge\ \frac12\log(L+1).$$

**Divergence.** Every level satisfies $E_n\le2$, so at $\mu=0$
$$f(bE_n)\ge\frac{e^{-bE_n}}{bE_n}\ge\frac{e^{-2b}}{b}\,\frac{L^2}{n_1^2+n_2^2}.$$
Summing and dividing by $L^2$ gives the logarithmic bound. The ground mode contributes $f(2b/L^2)/L^2\le1/(2b)$, which is bounded, so the excited modes carry the divergence.

**Absorbing a given density.** Fix $\rho>0$. At $\mu=-1/(b\rho)$ every excited mode has $b(E_n-\mu)\ge1/\rho$ and so holds at most $\rho$ particles. There are $L^2-1$ such modes, so their density is at most $\rho$. At $\mu=0$ it is at least $\rho$ once $L$ is large. It is continuous in $\mu$ between these points, because all levels are positive, and therefore equals $\rho$ somewhere in the interval.

**The ground mode.** Let $\mu_L<2/L^2$ and suppose that the ground-mode density is at least $\varepsilon>0$. Put $x_0=b(2/L^2-\mu_L)$. Then $\varepsilon L^2\le f(x_0)\le1/x_0$, so $x_0\le1/(\varepsilon L^2)$. For every mode, $E_n\ge2/L^2$ gives
$$b(E_n-\mu_L)=b\Big(E_n-\frac2{L^2}\Big)+x_0\le bE_n+\frac1{\varepsilon L^2}\le\Big(b+\frac1\varepsilon\Big)E_n.$$
Since $f$ decreases, $D_L(b,\mu_L)\ge D_L(b+1/\varepsilon,0)$. The right side diverges, so a bounded density rules this out for all large $L$. The ground-mode density is positive and eventually below every $\varepsilon$, hence it tends to zero.

## Definitions and proofs in Lean

```lean
import Mathlib

open Filter Topology

namespace BoseGasTwoDim

noncomputable section

/-- Bose occupation of a mode whose energy above the chemical potential, divided by the
temperature, is `x`; the domain is `x ≠ 0`. -/
def bose (x : ℝ) : ℝ := 1 / (Real.exp x - 1)

/-- The modes `(n1, n2)` of the box with `1 ≤ n1, n2 ≤ L`. -/
def modes (L : ℕ) : Finset (ℕ × ℕ) := Finset.Icc 1 L ×ˢ Finset.Icc 1 L

/-- Energy `(n1² + n2²) / L²` of a mode in a square box of side `L ≠ 0`, in scaled units. -/
def level (L : ℕ) (n : ℕ × ℕ) : ℝ := ((n.1 : ℝ) ^ 2 + (n.2 : ℝ) ^ 2) / (L : ℝ) ^ 2

/-- Particles per area in all the modes, at scaled inverse temperature `b` and chemical
potential `μ`; the domain is `L ≠ 0`, `b ≠ 0` and `μ` different from every level. -/
def density (b μ : ℝ) (L : ℕ) : ℝ :=
  (∑ n ∈ modes L, bose (b * (level L n - μ))) / (L : ℝ) ^ 2

/-- Particles per area in the ground mode `(1, 1)`; the domain is `L ≠ 0`, `b ≠ 0` and `μ`
different from the ground level. -/
def groundDensity (b μ : ℝ) (L : ℕ) : ℝ := bose (b * (level L (1, 1) - μ)) / (L : ℝ) ^ 2

/-- Particles per area in the modes other than `(1, 1)`; the domain is `L ≠ 0`, `b ≠ 0` and
`μ` different from the levels of these modes. -/
def excitedDensity (b μ : ℝ) (L : ℕ) : ℝ :=
  (∑ n ∈ (modes L).erase (1, 1), bose (b * (level L n - μ))) / (L : ℝ) ^ 2

/-- For `x > 0` the Bose occupation lies between `exp(-x)/x` and the classical value `1/x`. -/
theorem bose_bounds {x : ℝ} (hx : 0 < x) :
    Real.exp (-x) / x ≤ bose x ∧ bose x ≤ 1 / x := by
  have h1 := Real.add_one_le_exp x
  have h2 := Real.add_one_le_exp (-x)
  have e : Real.exp (-x) * Real.exp x = 1 := by rw [← Real.exp_add]; simp
  have hpos : 0 < Real.exp x - 1 := by linarith
  unfold bose
  constructor
  · rw [div_le_div_iff₀ hx hpos]
    nlinarith [h2, e]
  · exact one_div_le_one_div_of_le hx (by linarith)

/-- At positive argument the Bose occupation does not increase with energy. -/
theorem bose_anti {x y : ℝ} (hx : 0 < x) (hxy : x ≤ y) : bose y ≤ bose x :=
  one_div_le_one_div_of_le (by linarith [Real.add_one_le_exp x])
    (by linarith [Real.exp_le_exp.mpr hxy])

/-- Every level of the modes considered lies between `2/L²` and `2`. -/
theorem level_bounds {L : ℕ} {n : ℕ × ℕ} (hn : n ∈ modes L) :
    2 / (L : ℝ) ^ 2 ≤ level L n ∧ level L n ≤ 2 := by
  simp only [modes, Finset.mem_product, Finset.mem_Icc] at hn
  obtain ⟨⟨a1, a2⟩, c1, c2⟩ := hn
  have hL : (0 : ℝ) < L := Nat.cast_pos.mpr (by omega)
  have a1' : (1 : ℝ) ≤ n.1 := by exact_mod_cast a1
  have a2' : (n.1 : ℝ) ≤ L := by exact_mod_cast a2
  have c1' : (1 : ℝ) ≤ n.2 := by exact_mod_cast c1
  have c2' : (n.2 : ℝ) ≤ L := by exact_mod_cast c2
  unfold level
  constructor
  · refine (div_le_div_iff_of_pos_right (by positivity)).2 ?_
    nlinarith
  · rw [div_le_iff₀ (by positivity)]
    nlinarith

/-- The lattice sum of `1/(n1² + n2²)` over the modes is at least `log(L+1)/2`. -/
theorem log_le_modeSum (L : ℕ) :
    Real.log ((L : ℝ) + 1) / 2 ≤ ∑ n ∈ modes L, 1 / ((n.1 : ℝ) ^ 2 + (n.2 : ℝ) ^ 2) := by
  -- the harmonic sum dominates the logarithm
  have hH : Real.log ((L : ℝ) + 1) ≤ ∑ k ∈ Finset.Icc 1 L, 1 / (k : ℝ) := by
    induction L with
    | zero => simp
    | succ L ih =>
      rw [Finset.sum_Icc_succ_top (by omega)]
      push_cast
      have hp : (0 : ℝ) < (L : ℝ) + 1 := by positivity
      have h := Real.log_le_sub_one_of_pos (show 0 < ((L : ℝ) + 1 + 1) / ((L : ℝ) + 1) by positivity)
      rw [Real.log_div (by positivity) (by positivity)] at h
      have e : ((L : ℝ) + 1 + 1) / ((L : ℝ) + 1) - 1 = 1 / ((L : ℝ) + 1) := by
        field_simp
        ring
      linarith
  -- row `k` contains `k` terms of size at least `1/(2k²)`
  have row : ∀ k ∈ Finset.Icc 1 L,
      1 / (k : ℝ) / 2 ≤ ∑ m ∈ Finset.Icc 1 L, 1 / ((k : ℝ) ^ 2 + (m : ℝ) ^ 2) := by
    intro k hk
    rw [Finset.mem_Icc] at hk
    have hk0 : (0 : ℝ) < k := Nat.cast_pos.mpr (by omega)
    calc 1 / (k : ℝ) / 2 = ∑ m ∈ Finset.Icc 1 k, 1 / (2 * (k : ℝ) ^ 2) := by
          rw [Finset.sum_const, Nat.card_Icc, nsmul_eq_mul, Nat.add_sub_cancel]
          field_simp
      _ ≤ ∑ m ∈ Finset.Icc 1 k, 1 / ((k : ℝ) ^ 2 + (m : ℝ) ^ 2) := by
          refine Finset.sum_le_sum fun m hm => ?_
          have hm' : (m : ℝ) ≤ k := by exact_mod_cast (Finset.mem_Icc.mp hm).2
          have hsq := pow_le_pow_left₀ (Nat.cast_nonneg m) hm' 2
          exact one_div_le_one_div_of_le (by positivity) (by linarith)
      _ ≤ _ := Finset.sum_le_sum_of_subset_of_nonneg
          (Finset.Icc_subset_Icc le_rfl hk.2) (fun _ _ _ => by positivity)
  rw [modes, Finset.sum_product]
  calc Real.log ((L : ℝ) + 1) / 2 ≤ (∑ k ∈ Finset.Icc 1 L, 1 / (k : ℝ)) / 2 := by linarith
    _ = ∑ k ∈ Finset.Icc 1 L, 1 / (k : ℝ) / 2 := Finset.sum_div _ _ _
    _ ≤ _ := Finset.sum_le_sum row

/-- For `b > 0` and zero chemical potential the density grows at least logarithmically with
the side of the box. -/
theorem log_le_density {b : ℝ} (hb : 0 < b) {L : ℕ} (hL : 0 < L) :
    Real.exp (-(2 * b)) / (2 * b) * Real.log ((L : ℝ) + 1) ≤ density b 0 L := by
  have hL' : (0 : ℝ) < L := Nat.cast_pos.mpr hL
  have term : ∀ n ∈ modes L, Real.exp (-(2 * b)) / b * (L : ℝ) ^ 2 *
      (1 / ((n.1 : ℝ) ^ 2 + (n.2 : ℝ) ^ 2)) ≤ bose (b * (level L n - 0)) := by
    intro n hn
    obtain ⟨h1, h2⟩ := level_bounds hn
    have hl : 0 < level L n := lt_of_lt_of_le (by positivity) h1
    have hs : (n.1 : ℝ) ^ 2 + (n.2 : ℝ) ^ 2 ≠ 0 := by
      intro h
      rw [level, h, zero_div] at hl
      exact lt_irrefl _ hl
    rw [sub_zero]
    have hx : 0 < b * level L n := mul_pos hb hl
    calc _ = Real.exp (-(2 * b)) / (b * level L n) := by
          unfold level
          field_simp
      _ ≤ Real.exp (-(b * level L n)) / (b * level L n) :=
          (div_le_div_iff_of_pos_right hx).2 (Real.exp_le_exp.mpr (by nlinarith))
      _ ≤ _ := (bose_bounds hx).1
  rw [density, le_div_iff₀ (by positivity)]
  calc _ = Real.exp (-(2 * b)) / b * (L : ℝ) ^ 2 * (Real.log ((L : ℝ) + 1) / 2) := by ring
    _ ≤ Real.exp (-(2 * b)) / b * (L : ℝ) ^ 2 *
        ∑ n ∈ modes L, 1 / ((n.1 : ℝ) ^ 2 + (n.2 : ℝ) ^ 2) :=
        mul_le_mul_of_nonneg_left (log_le_modeSum L) (by positivity)
    _ = _ := Finset.mul_sum _ _ _
    _ ≤ _ := Finset.sum_le_sum term

/-- For `b > 0` the density at zero chemical potential tends to infinity with `L`. -/
theorem density_tendsto {b : ℝ} (hb : 0 < b) : Tendsto (density b 0) atTop atTop := by
  have hlog : Tendsto (fun L : ℕ => Real.exp (-(2 * b)) / (2 * b) * Real.log ((L : ℝ) + 1))
      atTop atTop :=
    Tendsto.const_mul_atTop (by positivity) (Real.tendsto_log_atTop.comp
      (tendsto_atTop_add_const_right _ 1 tendsto_natCast_atTop_atTop))
  refine tendsto_atTop_mono' atTop ?_ hlog
  filter_upwards [eventually_gt_atTop 0] with L hL
  exact log_le_density hb hL

/-- For `b > 0` the density at zero chemical potential still tends to infinity with `L` when
the ground mode is left out. -/
theorem excited_tendsto {b : ℝ} (hb : 0 < b) : Tendsto (excitedDensity b 0) atTop atTop := by
  refine tendsto_atTop_mono' atTop ?_
    (tendsto_atTop_add_const_right _ (-(1 / (2 * b))) (density_tendsto hb))
  filter_upwards [eventually_gt_atTop 0] with L hL
  have hL' : (0 : ℝ) < L := Nat.cast_pos.mpr hL
  have hmem : ((1, 1) : ℕ × ℕ) ∈ modes L := by
    simp only [modes, Finset.mem_product, Finset.mem_Icc]
    omega
  have split : density b 0 L = groundDensity b 0 L + excitedDensity b 0 L := by
    rw [density, groundDensity, excitedDensity, ← add_div]
    exact congrArg (· / (L : ℝ) ^ 2) (Finset.add_sum_erase (modes L)
      (fun n => bose (b * (level L n - 0))) hmem).symm
  -- the ground mode holds at most the bounded density `1/(2b)`
  have hg : groundDensity b 0 L ≤ 1 / (2 * b) := by
    have e : level L (1, 1) = 2 / (L : ℝ) ^ 2 := by norm_num [level]
    rw [groundDensity, e, sub_zero, div_le_iff₀ (by positivity)]
    refine (bose_bounds (by positivity)).2.trans (le_of_eq ?_)
    field_simp
  linarith

/-- For `b > 0` and any density `ρ > 0`, in every large enough box the excited modes hold
exactly the density `ρ` at some chemical potential `μ ≤ 0`. -/
theorem excited_absorb {b ρ : ℝ} (hb : 0 < b) (hρ : 0 < ρ) :
    ∀ᶠ L : ℕ in atTop, ∃ μ ≤ 0, excitedDensity b μ L = ρ := by
  filter_upwards [(excited_tendsto hb).eventually_ge_atTop ρ, eventually_gt_atTop 0] with L h hL
  have hL' : (0 : ℝ) < L := Nat.cast_pos.mpr hL
  have hl : ∀ n ∈ (modes L).erase (1, 1), 0 < level L n := fun n hn =>
    lt_of_lt_of_le (by positivity) (level_bounds (Finset.mem_of_mem_erase hn)).1
  have hμ0 : -(1 / (b * ρ)) ≤ 0 := neg_nonpos.2 (by positivity)
  have hcont : ContinuousOn (fun μ => excitedDensity b μ L) (Set.Icc (-(1 / (b * ρ))) 0) := by
    unfold excitedDensity bose
    refine ContinuousOn.div_const (continuousOn_finsetSum _ fun n hn => ?_) _
    refine ContinuousOn.div continuousOn_const (by fun_prop) fun μ hμ => ?_
    have hx : 0 < b * (level L n - μ) := mul_pos hb (by linarith [hl n hn, hμ.2])
    have := Real.add_one_le_exp (b * (level L n - μ))
    exact ne_of_gt (by linarith)
  -- at `μ = -1/(bρ)` every mode holds at most `ρ` particles
  have hlow : excitedDensity b (-(1 / (b * ρ))) L ≤ ρ := by
    rw [excitedDensity, div_le_iff₀ (by positivity)]
    calc _ ≤ ∑ n ∈ (modes L).erase (1, 1), ρ := by
          refine Finset.sum_le_sum fun n hn => ?_
          have e : b * (1 / (b * ρ)) = 1 / ρ := by field_simp
          have hx : 1 / ρ ≤ b * (level L n - -(1 / (b * ρ))) := by
            nlinarith [mul_pos hb (hl n hn)]
          have h0 : 0 < 1 / ρ := by positivity
          exact (bose_anti h0 hx).trans ((bose_bounds h0).2.trans (le_of_eq (one_div_one_div ρ)))
      _ ≤ ∑ n ∈ modes L, ρ := Finset.sum_le_sum_of_subset_of_nonneg
          (Finset.erase_subset _ _) (fun _ _ _ => hρ.le)
      _ = ρ * (L : ℝ) ^ 2 := by
          rw [Finset.sum_const, modes, Finset.card_product, Nat.card_Icc, Nat.add_sub_cancel,
            nsmul_eq_mul, Nat.cast_mul]
          ring
  obtain ⟨μ, hμ, e⟩ := intermediate_value_Icc hμ0 hcont ⟨hlow, h⟩
  exact ⟨μ, hμ.2, e⟩

/-- Absence of Bose condensation: for `b > 0`, if for all large `L` the chemical potential lies
below the ground level and the density is at most `ρ`, the ground-mode density tends to zero. -/
theorem no_condensation {b ρ : ℝ} (hb : 0 < b) (μ : ℕ → ℝ)
    (hμ : ∀ᶠ L in atTop, μ L < level L (1, 1))
    (hρ : ∀ᶠ L in atTop, density b (μ L) L ≤ ρ) :
    Tendsto (fun L => groundDensity b (μ L) L) atTop (𝓝 0) := by
  refine tendsto_order.2 ⟨fun a ha => ?_, fun ε hε => ?_⟩
  · filter_upwards [hμ] with L h
    have hx : 0 < b * (level L (1, 1) - μ L) := mul_pos hb (sub_pos.2 h)
    exact ha.trans_le (div_nonneg
      ((div_nonneg (Real.exp_pos _).le hx.le).trans (bose_bounds hx).1) (sq_nonneg _))
  · have hb' : 0 < b + 1 / ε := by positivity
    filter_upwards [hμ, hρ, (density_tendsto hb').eventually_gt_atTop ρ,
      eventually_gt_atTop 0] with L h1 h2 h3 hL
    by_contra hcon
    have hg := not_lt.mp hcon
    have hL' : (0 : ℝ) < L := Nat.cast_pos.mpr hL
    have hL2 : (0 : ℝ) < (L : ℝ) ^ 2 := by positivity
    have e : level L (1, 1) = 2 / (L : ℝ) ^ 2 := by norm_num [level]
    rw [groundDensity, e, le_div_iff₀ hL2] at hg
    rw [e] at h1
    have hx0 : 0 < b * (2 / (L : ℝ) ^ 2 - μ L) := mul_pos hb (sub_pos.2 h1)
    -- a macroscopic ground mode pins the chemical potential close to the ground level
    have hx : b * (2 / (L : ℝ) ^ 2 - μ L) ≤ 1 / ε / (L : ℝ) ^ 2 := by
      have h := hg.trans (bose_bounds hx0).2
      rw [le_div_iff₀ hx0] at h
      rw [div_div, le_div_iff₀ (by positivity)]
      linarith
    -- then all modes together hold at least the diverging density at `b + 1/ε` and `μ = 0`
    have hd : density (b + 1 / ε) 0 L ≤ density b (μ L) L := by
      unfold density
      refine (div_le_div_iff_of_pos_right hL2).2 (Finset.sum_le_sum fun n hn => ?_)
      have hl := (level_bounds hn).1
      refine bose_anti (mul_pos hb (by linarith)) ?_
      have p1 : 1 / ε * (2 / (L : ℝ) ^ 2) ≤ 1 / ε * level L n :=
        mul_le_mul_of_nonneg_left hl (by positivity)
      have p2 : 0 ≤ b * (2 / (L : ℝ) ^ 2) := by positivity
      have p3 : 0 ≤ 1 / ε / (L : ℝ) ^ 2 := by positivity
      have p4 : 1 / ε * (2 / (L : ℝ) ^ 2) = 2 * (1 / ε / (L : ℝ) ^ 2) := by ring
      linarith
    linarith

end

end BoseGasTwoDim
```

```lean
#print axioms BoseGasTwoDim.excited_absorb
#print axioms BoseGasTwoDim.no_condensation
```

```
'BoseGasTwoDim.excited_absorb' depends on axioms: [propext, Classical.choice, Quot.sound]
'BoseGasTwoDim.no_condensation' depends on axioms: [propext, Classical.choice, Quot.sound]
```

## What the theorems establish for the gas

`bose`, `level` and `modes` are $f$, $E_n$ and the finite mode set. `density` is $D_L$, while `groundDensity` and `excitedDensity` split it into the mode $(1,1)$ and the rest. All three are particle numbers per area.

- `log_le_density` is the logarithmic bound, valid from $L=1$. `density_tendsto` and `excited_tendsto` are the two divergences.
- `excited_absorb` says that for each $\rho>0$ and all sufficiently large $L$, some $\mu\le0$ gives the excited modes exactly the density $\rho$. The ground mode's particles come on top of that.
- `no_condensation` takes a chemical potential `μ L` for each box. The hypothesis `hμ` keeps it below the ground level, as positive finite occupations require. The hypothesis `hρ` bounds the total density, which includes the usual limit at fixed density. Both are needed only for large $L$, which is the meaning of `∀ᶠ L in atTop`.

The lemmas follow the derivation. `bose_bounds` and `bose_anti` control single occupations, and `level_bounds` places the levels between $2/L^2$ and $2$. In `log_le_modeSum`, an induction proves the harmonic bound `hH`, and `row` is the estimate for one row. `excited_absorb` obtains its $\mu$ from `intermediate_value_Icc`, with `hlow` as the estimate at the left end. In `no_condensation`, `tendsto_order` reduces the limit to eventual bounds on either side of zero. For the upper one, `by_contra` assumes a ground-mode density of at least `ε`, `hx` bounds $x_0$, and `hd` compares the two densities.

The step from this model to the full ideal gas is to restore the modes above the cutoff. With $\mu_L$ below the ground level they add only positive occupations, so a bound on the full density also bounds $D_L$, and the ground-mode density is unchanged.

The result concerns mean grand-canonical occupations of non-interacting particles at a fixed positive temperature. It gives no rate: a finite box at low temperature can hold a large fraction of its particles in the ground mode. It does not address interacting gases, including their superfluid transition in two dimensions, or harmonic traps, whose level spacing is different.
